# The Gaussian coherent-state kernel reproduces itself under phase-space integration

Take a particle on a line, with phase points $z=(q,p)$ and $w=(r,s)$, a width parameter $c>0$ and $\hbar>0$, and the frozen-Gaussian overlap

$$K(z,w)=\exp\!\Big[-\frac{c(q-r)^2}{4}-\frac{(p-s)^2}{4c\hbar^2}+\frac{i(p+s)(q-r)}{2\hbar}\Big].$$

If both end points sit at the origin and the intermediate point is $u=(x,y)$, the phases of $K(0,u)$ and $K(u,0)$ cancel, and

$$\int K(0,u)K(u,0)\,du=\int e^{-cx^2/2}dx\int e^{-y^2/(2c\hbar^2)}dy=\sqrt{\tfrac{2\pi}{c}}\,\sqrt{2\pi c\hbar^2}=2\pi\hbar .$$

Dividing by $2\pi\hbar$ gives $1=K(0,0)$. I believe that the same holds for all end points,

$$\frac1{2\pi\hbar}\int K(z,u)K(u,w)\,du=K(z,w),$$

so that frozen-Gaussian propagation over zero time is exact on coherent-state amplitudes. Can this be derived without gaps and checked in Lean, preferably for several degrees of freedom?

## The mixed phase term cancels for all end points

Yes. The phase of $K(z,u)K(u,w)$ is $1/(2\hbar)$ times

$$(p+y)(q-x)+(y+s)(x-r)=pq-sr+(s-p)x+(q-r)y .$$

The terms $-xy$ and $+xy$ have cancelled, so the product is a function of $x$ times a function of $y$. Their exponents are

$$-\frac c2x^2+\Big[\frac{c(q+r)}2+\frac{i(s-p)}{2\hbar}\Big]x-\frac{c(q^2+r^2)}4+\frac{i(pq-sr)}{2\hbar},$$

$$-\frac{y^2}{2c\hbar^2}+\Big[\frac{p+s}{2c\hbar^2}+\frac{i(q-r)}{2\hbar}\Big]y-\frac{p^2+s^2}{4c\hbar^2}.$$

For $a>0$ and complex $B,D$, completing the square gives

$$\int e^{-ax^2+Bx+D}\,dx=\sqrt{\pi/a}\;e^{D+B^2/(4a)} .$$

The prefactors are those of the case at the origin, with product $2\pi\hbar$. The terms $B^2/(4a)$ are

$$\text{position: }\ \frac{c(q+r)^2}8+\frac{i(q+r)(s-p)}{4\hbar}-\frac{(s-p)^2}{8c\hbar^2},$$

$$\text{momentum: }\ \frac{(p+s)^2}{8c\hbar^2}+\frac{i(p+s)(q-r)}{4\hbar}-\frac{c(q-r)^2}8 .$$

Now add the constants. The terms in $c$ give

$$-\frac{c(q^2+r^2)}4+\frac{c(q+r)^2-c(q-r)^2}8=-\frac{c(q-r)^2}4,$$

and the terms in $1/(c\hbar^2)$ give $-(p-s)^2/(4c\hbar^2)$ in the same way. The phase is

$$\frac{i}{4\hbar}\big[2(pq-sr)+(q+r)(s-p)+(p+s)(q-r)\big]=\frac{i(p+s)(q-r)}{2\hbar}.$$

This is the exponent of $K(z,w)$, which proves the identity.

Since $\overline{K(z,u)}=K(u,z)$ and $K(z,z)=1$, setting $w=z$ gives the normalisation $\int|K(z,u)|^2du=2\pi\hbar$.

For $n$ modes with widths $c_i$, the kernel is the product of the one-mode kernels. The integral factorises and contributes $2\pi\hbar$ per mode. Define one zero-time step by

$$(Tf)(z)=(2\pi\hbar)^{-n}\int K(z,u)f(u)\,du .$$

For a finite sum $f(z)=\sum_j a_jK(z,w_j)$, each product $K(z,u)K(u,w_j)$ is an integrable Gaussian, so sum and integral may be exchanged. This gives $Tf=f$, and therefore $T^Nf=f$ for every $N$.

## What the Lean theorems say about coherent states

A phase point of one mode is a pair in `ℝ × ℝ`, position first. With several modes it is a function from a finite index type `ι` to such pairs, and `c i` is the width parameter of mode `i`. The definitions `kernel` and `modesKernel` are $K$ for one and for several modes, and `zeroTimeStep` is $T$.

The formula for $K$ is the overlap $\langle z|w\rangle$ of normalised wave packets

$$\psi_{(q,p)}(x)=(c/\pi)^{1/4}e^{-c(x-q)^2/2+ip(x-q)/\hbar},$$

whose position variance is $1/(2c)$. This fixes the phase convention. The file starts from the formula for $K$ and does not construct the wave packets.

`kernel_reproducing` is the identity you ask about, for all `z` and `w`, assuming `0 < c` and `0 < ℏ`. `zeroTimeStep_iterate` says that `N` steps return any finite superposition of amplitudes $K(\cdot,w_j)$, with arbitrary complex coefficients `a j`. In that theorem `s` is the finite set of labels $j$, not a momentum. With no modes at all, phase space is a single point of measure one, $K=1$, and the statement still holds.

The Herman–Kluk propagator, a semiclassical initial-value method with frozen Gaussians, reduces to this phase-space integral at zero time. The result covers that limit, on finite superpositions, for finitely many modes with fixed real widths and no coupling between modes in the Gaussians. It contains no Hamiltonian and no statement about errors at later times. Nor does it give the resolution of the identity on the full Hilbert space, since infinite superpositions and their limits are not treated.

```lean
import Mathlib

open MeasureTheory
open scoped Real ComplexConjugate

namespace CoherentStateKernel

noncomputable section

/-- The frozen-Gaussian overlap kernel between the phase-space points `z = (q, p)` and
`w = (r, s)`, with width parameter `c`. -/
def kernel (c ℏ : ℝ) (z w : ℝ × ℝ) : ℂ :=
  Complex.exp (((-c * (z.1 - w.1) ^ 2 / 4 - (z.2 - w.2) ^ 2 / (4 * c * ℏ ^ 2) : ℝ) : ℂ)
    + Complex.I * (((z.2 + w.2) * (z.1 - w.1) / (2 * ℏ) : ℝ) : ℂ))

/-- The part of `K(z,u) K(u,w)` that depends on the position `x` of the intermediate point `u`,
together with the constant phase. -/
def posFactor (c ℏ : ℝ) (z w : ℝ × ℝ) (x : ℝ) : ℂ :=
  Complex.exp (-((c / 2 : ℝ) : ℂ) * (x : ℂ) ^ 2
    + (c * (z.1 + w.1) / 2 + Complex.I * (w.2 - z.2) / (2 * ℏ)) * (x : ℂ)
    + (-c * (z.1 ^ 2 + w.1 ^ 2) / 4 + Complex.I * (z.2 * z.1 - w.2 * w.1) / (2 * ℏ)))

/-- The part of `K(z,u) K(u,w)` that depends on the momentum `y` of the intermediate point `u`. -/
def momFactor (c ℏ : ℝ) (z w : ℝ × ℝ) (y : ℝ) : ℂ :=
  Complex.exp (-((1 / (2 * c * ℏ ^ 2) : ℝ) : ℂ) * (y : ℂ) ^ 2
    + ((z.2 + w.2) / (2 * c * ℏ ^ 2) + Complex.I * (z.1 - w.1) / (2 * ℏ)) * (y : ℂ)
    + (-(z.2 ^ 2 + w.2 ^ 2) / (4 * c * ℏ ^ 2)))

/-- Exchanging the two phase-space points conjugates the kernel. -/
theorem kernel_conj (c ℏ : ℝ) (z w : ℝ × ℝ) : conj (kernel c ℏ z w) = kernel c ℏ w z := by
  unfold kernel
  rw [← Complex.exp_conj]
  congr 1
  simp only [map_add, map_mul, Complex.conj_ofReal, Complex.conj_I]
  push_cast
  ring

/-- The product of two kernels through an intermediate point separates into a position factor
and a momentum factor. -/
theorem kernel_mul_kernel (c ℏ : ℝ) (z w u : ℝ × ℝ) :
    kernel c ℏ z u * kernel c ℏ u w = posFactor c ℏ z w u.1 * momFactor c ℏ z w u.2 := by
  unfold kernel posFactor momFactor
  rw [← Complex.exp_add, ← Complex.exp_add]
  congr 1
  push_cast
  ring

/-- The Gaussian integral over the line with complex linear and constant terms in the exponent. -/
theorem gaussian_line {a : ℝ} (ha : 0 < a) (B D : ℂ) :
    ∫ x : ℝ, Complex.exp (-(a : ℂ) * (x : ℂ) ^ 2 + B * (x : ℂ) + D)
      = ((√(π / a) : ℝ) : ℂ) * Complex.exp (D + B ^ 2 / (4 * (a : ℂ))) := by
  have hroot : ((π : ℂ) / - -(a : ℂ)) ^ (1 / 2 : ℂ) = ((√(π / a) : ℝ) : ℂ) := by
    rw [neg_neg, Real.sqrt_eq_rpow, Complex.ofReal_cpow (by positivity)]
    push_cast
    rfl
  rw [integral_cexp_quadratic (b := -(a : ℂ)) (by simpa using ha) B D, hroot,
    mul_neg, div_neg, sub_neg_eq_add]

/-- Integrating two kernels over the intermediate phase-space point gives `2πℏ` times the
kernel between the end points. -/
theorem integral_kernel_mul_kernel {c ℏ : ℝ} (hc : 0 < c) (hℏ : 0 < ℏ) (z w : ℝ × ℝ) :
    ∫ u : ℝ × ℝ, kernel c ℏ z u * kernel c ℏ u w
      = ((2 * π * ℏ : ℝ) : ℂ) * kernel c ℏ z w := by
  have hx : ∫ x : ℝ, posFactor c ℏ z w x = _ :=
    gaussian_line (a := c / 2) (by positivity) _ _
  have hy : ∫ y : ℝ, momFactor c ℏ z w y = _ :=
    gaussian_line (a := 1 / (2 * c * ℏ ^ 2)) (by positivity) _ _
  -- the two Gaussian prefactors combine to the Planck cell
  have hs : π / (c / 2) * (π / (1 / (2 * c * ℏ ^ 2))) = (2 * π * ℏ) ^ 2 := by
    field_simp
  have hr : √(π / (c / 2)) * √(π / (1 / (2 * c * ℏ ^ 2))) = 2 * π * ℏ := by
    rw [← Real.sqrt_mul (by positivity), hs, Real.sqrt_sq (by positivity)]
  have hc' : (c : ℂ) ≠ 0 := by exact_mod_cast hc.ne'
  have hℏ' : (ℏ : ℂ) ≠ 0 := by exact_mod_cast hℏ.ne'
  simp_rw [kernel_mul_kernel]
  rw [Measure.volume_eq_prod, integral_prod_mul (posFactor c ℏ z w) (momFactor c ℏ z w), hx, hy,
    mul_mul_mul_comm, ← Complex.ofReal_mul, ← Complex.exp_add, hr]
  unfold kernel
  congr 2
  push_cast
  -- the exponents agree once `I ^ 2 = -1` is used
  linear_combination (norm := skip) (((w.2 : ℂ) - z.2) ^ 2 / (8 * c * ℏ ^ 2)
    + c * ((z.1 : ℂ) - w.1) ^ 2 / 8) * Complex.I_sq
  field_simp
  ring

/-- Reproducing property: composing the frozen-Gaussian kernel with itself, with the measure
`du / (2πℏ)` on the phase plane, returns the kernel. -/
theorem kernel_reproducing {c ℏ : ℝ} (hc : 0 < c) (hℏ : 0 < ℏ) (z w : ℝ × ℝ) :
    ((1 / (2 * π * ℏ) : ℝ) : ℂ) * ∫ u : ℝ × ℝ, kernel c ℏ z u * kernel c ℏ u w
      = kernel c ℏ z w := by
  have h : 1 / (2 * π * ℏ) * (2 * π * ℏ) = 1 := one_div_mul_cancel (by positivity)
  rw [integral_kernel_mul_kernel hc hℏ, ← mul_assoc, ← Complex.ofReal_mul, h,
    Complex.ofReal_one, one_mul]

/-- The squared modulus of the overlap with a fixed coherent state integrates to `2πℏ` over
the phase plane. -/
theorem integral_norm_sq_kernel {c ℏ : ℝ} (hc : 0 < c) (hℏ : 0 < ℏ) (z : ℝ × ℝ) :
    ∫ u : ℝ × ℝ, ‖kernel c ℏ z u‖ ^ 2 = 2 * π * ℏ := by
  have h := integral_kernel_mul_kernel hc hℏ z z
  have e : ∀ u, kernel c ℏ z u * kernel c ℏ u z = ((‖kernel c ℏ z u‖ ^ 2 : ℝ) : ℂ) := fun u => by
    rw [← kernel_conj c ℏ z u, Complex.mul_conj, Complex.normSq_eq_norm_sq]
  have h1 : kernel c ℏ z z = 1 := by simp [kernel]
  simp_rw [e] at h
  rw [integral_complex_ofReal, h1, mul_one] at h
  exact Complex.ofReal_injective h

variable {ι : Type*} [Fintype ι]

/-- The frozen-Gaussian kernel for several degrees of freedom, with width parameter `c i` in
mode `i`. -/
def modesKernel (c : ι → ℝ) (ℏ : ℝ) (z w : ι → ℝ × ℝ) : ℂ :=
  ∏ i, kernel (c i) ℏ (z i) (w i)

/-- One zero-time step of frozen-Gaussian propagation, acting on a phase-space amplitude `f`. -/
def zeroTimeStep (c : ι → ℝ) (ℏ : ℝ) (f : (ι → ℝ × ℝ) → ℂ) (z : ι → ℝ × ℝ) : ℂ :=
  (((2 * π * ℏ) ^ Fintype.card ι : ℝ) : ℂ)⁻¹ * ∫ u, modesKernel c ℏ z u * f u

/-- For several degrees of freedom, integrating two kernels over the intermediate point gives
one factor `2πℏ` per mode times the kernel between the end points. -/
theorem integral_modesKernel {c : ι → ℝ} {ℏ : ℝ} (hc : ∀ i, 0 < c i) (hℏ : 0 < ℏ)
    (z w : ι → ℝ × ℝ) :
    ∫ u, modesKernel c ℏ z u * modesKernel c ℏ u w
      = (((2 * π * ℏ) ^ Fintype.card ι : ℝ) : ℂ) * modesKernel c ℏ z w := by
  unfold modesKernel
  simp_rw [← Finset.prod_mul_distrib]
  rw [integral_fintype_prod_volume_eq_prod
    (f := fun i (v : ℝ × ℝ) => kernel (c i) ℏ (z i) v * kernel (c i) ℏ v (w i))]
  rw [Finset.prod_congr rfl fun i _ => integral_kernel_mul_kernel (hc i) hℏ (z i) (w i),
    Finset.prod_mul_distrib, Finset.prod_const, Finset.card_univ, Complex.ofReal_pow]

/-- Zero-time frozen-Gaussian propagation is exact: any number `N` of steps leaves every finite
superposition of coherent-state amplitudes unchanged. -/
theorem zeroTimeStep_iterate {κ : Type*} {c : ι → ℝ} {ℏ : ℝ} (hc : ∀ i, 0 < c i) (hℏ : 0 < ℏ)
    (s : Finset κ) (a : κ → ℂ) (w : κ → ι → ℝ × ℝ) (N : ℕ) :
    (zeroTimeStep c ℏ)^[N] (fun z => ∑ j ∈ s, a j * modesKernel c ℏ z (w j))
      = fun z => ∑ j ∈ s, a j * modesKernel c ℏ z (w j) := by
  have hS : (((2 * π * ℏ) ^ Fintype.card ι : ℝ) : ℂ) ≠ 0 :=
    Complex.ofReal_ne_zero.mpr (by positivity)
  refine Function.iterate_fixed ?_ N
  funext z
  -- a nonzero integral certifies integrability
  have hint : ∀ j, Integrable (fun u => modesKernel c ℏ z u * modesKernel c ℏ u (w j)) := by
    intro j
    by_contra h
    have h0 := integral_modesKernel hc hℏ z (w j)
    rw [integral_undef h] at h0
    exact mul_ne_zero hS (Finset.prod_ne_zero_iff.mpr fun i _ => Complex.exp_ne_zero _) h0.symm
  have e : ∀ u, modesKernel c ℏ z u * ∑ j ∈ s, a j * modesKernel c ℏ u (w j)
      = ∑ j ∈ s, a j * (modesKernel c ℏ z u * modesKernel c ℏ u (w j)) := fun u => by
    rw [Finset.mul_sum]
    exact Finset.sum_congr rfl fun j _ => by ring
  unfold zeroTimeStep
  simp_rw [e]
  rw [MeasureTheory.integral_finsetSum _ (fun j _ => (hint j).const_mul (a j)), Finset.mul_sum]
  refine Finset.sum_congr rfl fun j _ => ?_
  rw [integral_const_mul, integral_modesKernel hc hℏ, mul_left_comm, inv_mul_cancel_left₀ hS]

end

end CoherentStateKernel
```

```lean
#print axioms CoherentStateKernel.kernel_reproducing
#print axioms CoherentStateKernel.integral_norm_sq_kernel
#print axioms CoherentStateKernel.zeroTimeStep_iterate
```

```
'CoherentStateKernel.kernel_reproducing' depends on axioms: [propext, Classical.choice, Quot.sound]
'CoherentStateKernel.integral_norm_sq_kernel' depends on axioms: [propext, Classical.choice, Quot.sound]
'CoherentStateKernel.zeroTimeStep_iterate' depends on axioms: [propext, Classical.choice, Quot.sound]
```

## From the separated Gaussian to repeated steps

`kernel_mul_kernel` is the cancellation of $xy$: it combines the exponentials and lets `ring` compare exponents, with `posFactor` and `momFactor` as the two separated functions. `gaussian_line` is the completed square. It takes Mathlib's integral of a complex quadratic exponential and rewrites the complex root as the real number $\sqrt{\pi/a}$.

`integral_kernel_mul_kernel` applies that formula twice, as `hx` and `hy`, and `integral_prod_mul` turns the plane integral into a product of line integrals. The facts `hs` and `hr` multiply the prefactors to $2\pi\hbar$. The closing `linear_combination` supplies $i^2=-1$ with the coefficients that arise from squaring the two linear terms; `field_simp` and `ring` then finish the comparison of exponents. `kernel_reproducing` divides by $2\pi\hbar$.

`kernel_conj` is the Hermitian symmetry. `integral_norm_sq_kernel` uses it to recognise $K(z,u)K(u,z)$ as $|K(z,u)|^2$, and then reads the complex identity at $w=z$ as a real one.

`integral_modesKernel` factorises the many-mode integral and applies the one-mode result in each factor. In `zeroTimeStep_iterate`, `Function.iterate_fixed` reduces $N$ steps to one. Exchanging sum and integral needs integrability, which `hint` obtains indirectly: Lean assigns the value zero to the integral of a non-integrable function, whereas this integral is a nonzero constant times a product of exponentials. After the exchange, each term is handled by `integral_modesKernel`, and the factor $(2\pi\hbar)^n$ cancels.

## A negative ℏ and a constant amplitude

Two small examples, worked out here separately from the file, show what happens without the hypothesis $\hbar>0$ and without the assumed form of the amplitude. Suppose first that the unphysical case $\hbar<0$ is allowed. At $z=w=0$ the Gaussian integral is $2\pi|\hbar|$, so dividing by $2\pi\hbar$ gives $-1$, while $K(0,0)=1$.

Suppose next that the amplitude need not be a superposition of coherent-state amplitudes, and take $f=1$ in one mode. This function is not square-integrable on phase space, so it is not the coherent-state amplitude of any normalisable state; it only tests $T$ as a map on functions. Then

$$(Tf)(0)=\frac1{2\pi\hbar}\int e^{-cx^2/4-y^2/(4c\hbar^2)-ixy/(2\hbar)}\,dx\,dy .$$

The $y$ integral gives $2\hbar\sqrt{\pi c}\,e^{-cx^2/4}$, and the remaining $x$ integral gives $\sqrt{2\pi/c}$. Hence $(Tf)(0)=\sqrt2$, not $1$: the zero-time step is not the identity on arbitrary functions on phase space.
